# Enlarging the response basis never lowers the static polarizability of a fixed nondegenerate ground state

## What is held fixed when the basis grows

A truncated basis can enter a polarizability calculation in two places: in the ground state and in its response to the field. Here only the response is truncated. The ground state \(p\) is an exact eigenvector of the Hamiltonian \(H\) on the whole model space \(F\), and it stays the same while the subspace \(W\) that holds the response is enlarged. If the ground state were recomputed in each basis, \(p\) and \(E\) could change with \(W\), and the comparison below does not cover that case.

The setting is a real inner product space \(F\) with symmetric linear maps \(H\) and \(V\), where \(V\) is the perturbation. For a static electric field, \(V\) is minus the dipole component along the field. The unit vector \(p\) satisfies \(Hp=Ep\), the energy \(E\) is the lowest one, and only multiples of \(p\) have it.

## The response equation and the polarizability

In first-order perturbation theory for \(H+\lambda V\), the state becomes \(p+\lambda x\) with \(x\perp p\). In the subspace \(W\), the response \(x\in W\) is fixed by

\[
\langle w,(H-E)x+Vp\rangle=0\qquad\text{for all } w\in W,\ w\perp p .
\]

The first-order energy shift would add a multiple of \(p\) to the residual, which disappears against every such \(w\). The second-order energy is \(\langle p,Vx\rangle\), and the polarizability is minus the second derivative of the energy with respect to \(\lambda\):

\[
a(W)=-2\langle p,Vx\rangle .
\]

The file takes this formula as its definition and does not differentiate an energy.

The response equation may also be given as the inequality \(\langle w,(H-E)x+Vp\rangle\ge 0\). Since \(-w\) is admissible whenever \(w\) is, the inequality holds with both signs and is an equality.

The result is that \(W\subseteq W_2\) implies \(0\le a(W)\le a(W_2)\). For a fixed Hamiltonian in a finite configuration space, with its exact ground state known, a truncated response space therefore gives a lower bound to the static polarizability of that model.

## Derivation

Write \(q(v)=\langle v,(H-E)v\rangle\) for the excitation form. Because \(E\) is lowest, \(q(v)\ge0\) for every \(v\).

**The form is strictly positive away from the ground state.** Let \(w\perp p\) and suppose \(q(w)=0\). Put \(u=(H-E)w\), \(n=\langle u,u\rangle\) and \(k=q(u)\ge0\). For real \(s,t\), symmetry of \(H\) gives

\[
q(sw-tu)=s^2q(w)-2st\,\langle u,(H-E)w\rangle+t^2q(u)=-2st\,n+t^2k .
\]

With \(s=k+1\) and \(t=n\) this becomes

\[
0\le -2(k+1)n^2+kn^2=-(k+2)n^2 ,
\]

so \(n=0\) and \(Hw=Ew\). By nondegeneracy \(w=cp\), hence \(\langle w,w\rangle=c\langle p,w\rangle=0\) and \(w=0\).

**The polarizability is twice the excitation form of the response.** Testing the response equation with \(w=x\) gives \(q(x)=-\langle x,Vp\rangle\). Since \(V\) is symmetric, \(\langle p,Vx\rangle=\langle x,Vp\rangle\), and so

\[
a(W)=2q(x)\ge0 .
\]

**The gain from a larger space has an exact formula.** Let \(y\) be the response in \(W_2\supseteq W\). The vector \(x\) is an admissible test vector for \(y\), so

\[
\langle x,(H-E)y\rangle=-\langle x,Vp\rangle=q(x).
\]

Therefore \(q(y-x)=q(y)-2q(x)+q(x)=q(y)-q(x)\), which means

\[
a(W_2)-a(W)=2q(y-x)\ge0 .
\]

As \(y-x\perp p\), strict positivity shows that the two values agree exactly when \(x=y\).

**The response exists and is unique in finite dimension.** On \(K=W\cap p^\perp\), send \(u\) to the functional \(w\mapsto\langle w,(H-E)u\rangle\). If this functional is zero, then \(q(u)=0\) and \(u=0\), so the map is injective. The space \(K\) and its dual have equal dimension, so the map is also surjective, and some \(u\) is sent to \(w\mapsto-\langle w,Vp\rangle\). That \(u\) is the response.

## From no response to two levels

If \(W\) contains no nonzero vector orthogonal to \(p\), the response is \(x=0\) and \(a(W)=0\). The smallest case with a nonzero value has two levels and a coupling \(d\ne0\),

\[
H=\begin{pmatrix}0&0\\0&\Delta\end{pmatrix},\qquad
V=\begin{pmatrix}0&d\\d&0\end{pmatrix},\qquad p=(1,0),\quad \Delta>0 .
\]

In the full space \(x=(0,-d/\Delta)\) and \(a=2d^2/\Delta\). Going from the span of \(p\) to the full space gains all of it, in agreement with \(2q(x)=2\Delta(d/\Delta)^2\).

## The linear system in a calculation

Choose a basis \(w_1,\dots,w_m\) of \(W\cap p^\perp\) and set \(A_{ij}=\langle w_i,(H-E)w_j\rangle\) and \(b_i=\langle w_i,Vp\rangle\). The response has coefficients \(c\) with \(Ac=-b\), and \(a(W)=-2\,b^{\mathsf T}c\). Each new basis function adds a row and a column to \(A\) and never lowers this number. The same happens when the equation on \(p^\perp\) is solved by conjugate gradients started from zero: the iterates are the responses in nested Krylov spaces, so without rounding the polarizability rises towards its final value. The matrices and the solver are applications of the theorems and do not occur in the file.

## The Lean file

```lean
import Mathlib

open scoped InnerProductSpace

namespace PolarizabilityBasisTruncation

noncomputable section

variable {F : Type*} [NormedAddCommGroup F] [InnerProductSpace ℝ F]
variable {H V : F →ₗ[ℝ] F} {E : ℝ} {p x y : F} {W W₂ : Submodule ℝ F}

/-- The unit vector `p` is the nondegenerate ground state of `H`, with energy `E`. -/
structure IsGroundState (H : F →ₗ[ℝ] F) (E : ℝ) (p : F) : Prop where
  unit : ‖p‖ = 1
  eigen : H p = E • p
  lowest : ∀ v, E * ⟪v, v⟫_ℝ ≤ ⟪v, H v⟫_ℝ
  simple : ∀ v, H v = E • v → ∃ c : ℝ, v = c • p

/-- The quadratic form `⟨v, (H - E) v⟩` of the Hamiltonian measured from the energy `E`. -/
def excitationEnergy (H : F →ₗ[ℝ] F) (E : ℝ) (v : F) : ℝ := ⟪v, H v - E • v⟫_ℝ

/-- The vector `x` is the first-order response to `V` in the basis space `W`: it is orthogonal
to `p`, and the residual `(H - E) x + V p` vanishes against all of `W` orthogonal to `p`. -/
structure IsResponse (H V : F →ₗ[ℝ] F) (E : ℝ) (p : F) (W : Submodule ℝ F) (x : F) : Prop where
  mem : x ∈ W
  orth : ⟪p, x⟫_ℝ = 0
  stationary : ∀ w ∈ W, ⟪p, w⟫_ℝ = 0 → ⟪w, H x - E • x + V p⟫_ℝ = 0

/-- The static polarizability `-2 ⟨p, V x⟩` computed from a response vector `x`. -/
def polarizability (V : F →ₗ[ℝ] F) (p x : F) : ℝ := -2 * ⟪p, V x⟫_ℝ

/-- For symmetric `H`, the excitation form of a combination of two vectors splits into two
diagonal terms and one cross term. -/
theorem excitationEnergy_comb (hH : H.IsSymmetric) (v u : F) (a b : ℝ) :
    excitationEnergy H E (a • v - b • u) = a ^ 2 * excitationEnergy H E v
      - 2 * a * b * ⟪u, H v - E • v⟫_ℝ + b ^ 2 * excitationEnergy H E u := by
  have h1 : ⟪v, H u⟫_ℝ = ⟪u, H v⟫_ℝ := (hH v u).symm.trans (real_inner_comm _ _)
  have h2 : ⟪v, u⟫_ℝ = ⟪u, v⟫_ℝ := real_inner_comm _ _
  simp only [excitationEnergy, map_sub, map_smul, inner_sub_left, inner_sub_right,
    real_inner_smul_left, real_inner_smul_right]
  linear_combination (-(a * b)) * h1 + a * b * E * h2

/-- For symmetric `H` with nondegenerate ground state `p`, every nonzero vector orthogonal
to `p` has strictly positive excitation form. -/
theorem excitationEnergy_pos (hH : H.IsSymmetric) (h : IsGroundState H E p) {w : F}
    (hp : ⟪p, w⟫_ℝ = 0) (hw : w ≠ 0) : 0 < excitationEnergy H E w := by
  have nonneg : ∀ v, 0 ≤ excitationEnergy H E v := fun v => by
    have := h.lowest v
    rw [excitationEnergy, inner_sub_right, real_inner_smul_right]
    linarith
  by_contra hneg
  have hq : excitationEnergy H E w = 0 := le_antisymm (not_lt.mp hneg) (nonneg w)
  -- A zero of a non-negative form is a null vector: vary `w` along its own residual.
  have hu : H w - E • w = 0 := by
    set u := H w - E • w with hudef
    have hk := nonneg u
    have ht := nonneg ((excitationEnergy H E u + 1) • w - ⟪u, u⟫_ℝ • u)
    rw [excitationEnergy_comb hH, hq, ← hudef] at ht
    have hs : ⟪u, u⟫_ℝ ^ 2 = 0 := by
      nlinarith [sq_nonneg ⟪u, u⟫_ℝ, mul_nonneg (sq_nonneg ⟪u, u⟫_ℝ) hk]
    exact inner_self_eq_zero.mp (pow_eq_zero_iff (two_ne_zero)|>.mp hs)
  -- By simplicity `w` is then a multiple of `p`, hence orthogonal to itself.
  obtain ⟨c, hc⟩ := h.simple w (sub_eq_zero.mp hu)
  apply hw
  have h0 : ⟪w, w⟫_ℝ = 0 := by
    nth_rewrite 1 [hc]
    rw [real_inner_smul_left, hp, mul_zero]
  exact inner_self_eq_zero.mp h0

/-- Let `x` lie in `W` and be orthogonal to `p`. If the residual `(H - E) x + V p` has non-negative
inner product with every vector of `W` orthogonal to `p`, then `x` is a first-order response. -/
theorem isResponse_of_nonneg (hx : x ∈ W) (hp : ⟪p, x⟫_ℝ = 0)
    (hv : ∀ w ∈ W, ⟪p, w⟫_ℝ = 0 → 0 ≤ ⟪w, H x - E • x + V p⟫_ℝ) :
    IsResponse H V E p W x := by
  refine ⟨hx, hp, fun w hw hpw => le_antisymm ?_ (hv w hw hpw)⟩
  -- The direction `-w` is admissible too.
  have := hv (-w) (W.neg_mem hw) (by rw [inner_neg_right, hpw, neg_zero])
  rw [inner_neg_left] at this
  linarith

/-- For symmetric `V`, the polarizability is twice the excitation form of the response. -/
theorem polarizability_eq (hV : V.IsSymmetric) (hx : IsResponse H V E p W x) :
    polarizability V p x = 2 * excitationEnergy H E x := by
  have h1 := hx.stationary x hx.mem hx.orth
  have h2 : ⟪p, V x⟫_ℝ = ⟪x, V p⟫_ℝ := (hV p x).symm.trans (real_inner_comm _ _)
  rw [inner_add_right] at h1
  rw [polarizability, excitationEnergy, h2]
  linarith

/-- Truncation error: for symmetric `H` and `V` and nested basis spaces, the polarizability
gained is twice the excitation form of the change in the response. -/
theorem polarizability_sub (hH : H.IsSymmetric) (hV : V.IsSymmetric) (hW : W ≤ W₂)
    (hx : IsResponse H V E p W x) (hy : IsResponse H V E p W₂ y) :
    polarizability V p y - polarizability V p x = 2 * excitationEnergy H E (y - x) := by
  have hc := excitationEnergy_comb (E := E) hH y x 1 1
  simp only [one_smul] at hc
  -- Test both response equations with the small-basis response.
  have h1 := hx.stationary x hx.mem hx.orth
  have h2 := hy.stationary x (hW hx.mem) hx.orth
  rw [inner_add_right] at h1 h2
  have h3 : excitationEnergy H E x = ⟪x, H x - E • x⟫_ℝ := rfl
  rw [polarizability_eq hV hx, polarizability_eq hV hy]
  linarith

/-- For symmetric `H` and `V` and a nondegenerate ground state, the polarizability is
non-negative and does not decrease when the basis space is enlarged. -/
theorem polarizability_mono (hH : H.IsSymmetric) (hV : V.IsSymmetric)
    (h : IsGroundState H E p) (hW : W ≤ W₂)
    (hx : IsResponse H V E p W x) (hy : IsResponse H V E p W₂ y) :
    0 ≤ polarizability V p x ∧ polarizability V p x ≤ polarizability V p y := by
  have nonneg : ∀ v, 0 ≤ excitationEnergy H E v := fun v => by
    have := h.lowest v
    rw [excitationEnergy, inner_sub_right, real_inner_smul_right]
    linarith
  have h1 := polarizability_eq hV hx
  have h2 := polarizability_sub hH hV hW hx hy
  exact ⟨by linarith [nonneg x], by linarith [nonneg (y - x)]⟩

/-- For symmetric `H` and `V` and a nondegenerate ground state, enlarging the basis space leaves
the polarizability unchanged exactly when it leaves the response unchanged. -/
theorem polarizability_eq_iff (hH : H.IsSymmetric) (hV : V.IsSymmetric)
    (h : IsGroundState H E p) (hW : W ≤ W₂)
    (hx : IsResponse H V E p W x) (hy : IsResponse H V E p W₂ y) :
    polarizability V p x = polarizability V p y ↔ x = y := by
  refine ⟨fun he => ?_, fun he => by rw [he]⟩
  by_contra hne
  have h1 := excitationEnergy_pos hH h (w := y - x)
    (by rw [inner_sub_right, hx.orth, hy.orth, sub_zero]) (sub_ne_zero.mpr (Ne.symm hne))
  linarith [polarizability_sub hH hV hW hx hy]

/-- In finite dimension, for symmetric `H` and `V` and a nondegenerate ground state, each basis
space has exactly one first-order response. -/
theorem existsUnique_response [FiniteDimensional ℝ F] (hH : H.IsSymmetric)
    (hV : V.IsSymmetric) (h : IsGroundState H E p) (W : Submodule ℝ F) :
    ∃! x, IsResponse H V E p W x := by
  let K : Submodule ℝ F := W ⊓ (ℝ ∙ p)ᗮ
  have hK : ∀ w : K, ⟪p, (w : F)⟫_ℝ = 0 := fun w =>
    Submodule.mem_orthogonal_singleton_iff_inner_right.mp w.2.2
  -- The excitation form as a map from admissible vectors to functionals on them.
  let A : K →ₗ[ℝ] Module.Dual ℝ K :=
    (innerₗ F).compl₁₂ ((H - E • LinearMap.id).comp K.subtype) K.subtype
  have hA : ∀ u w : K, A u w = ⟪(w : F), H u - E • (u : F)⟫_ℝ :=
    fun u w => real_inner_comm _ _
  have inj : Function.Injective A := (injective_iff_map_eq_zero A).2 fun u hu => by
    by_contra hne
    have hpos := excitationEnergy_pos hH h (hK u) (fun h0 => hne (Subtype.ext h0))
    have h0 : A u u = 0 := by rw [hu]; rfl
    rw [hA] at h0
    exact hpos.ne' h0
  have surj : Function.Surjective A :=
    (LinearMap.injective_iff_surjective_of_finrank_eq_finrank
      Subspace.dual_finrank_eq.symm).1 inj
  obtain ⟨u, hu⟩ := surj (-((innerₗ F (V p)).comp K.subtype))
  refine ⟨u, ⟨u.2.1, hK u, fun w hw hpw => ?_⟩, fun z hz => ?_⟩
  · let w' : K := ⟨w, hw, Submodule.mem_orthogonal_singleton_iff_inner_right.mpr hpw⟩
    have e : ⟪w, H u - E • (u : F)⟫_ℝ = -⟪V p, w⟫_ℝ :=
      (hA u w').symm.trans (by rw [hu]; rfl)
    rw [inner_add_right, e, real_inner_comm w (V p)]
    ring
  · -- Two responses in the same space have equal polarizabilities, hence coincide.
    have hu' : IsResponse H V E p W u := ⟨u.2.1, hK u, fun w hw hpw => by
      let w' : K := ⟨w, hw, Submodule.mem_orthogonal_singleton_iff_inner_right.mpr hpw⟩
      have e : ⟪w, H u - E • (u : F)⟫_ℝ = -⟪V p, w⟫_ℝ :=
        (hA u w').symm.trans (by rw [hu]; rfl)
      rw [inner_add_right, e, real_inner_comm w (V p)]
      ring⟩
    exact (polarizability_eq_iff hH hV h le_rfl hz hu').mp (le_antisymm
      (polarizability_mono hH hV h le_rfl hz hu').2
      (polarizability_mono hH hV h le_rfl hu' hz).2)

/-- The operator on a two-level system with diagonal entries `a`, `c` and coupling `b`. -/
def twoLevel (a b c : ℝ) : EuclideanSpace ℝ (Fin 2) →ₗ[ℝ] EuclideanSpace ℝ (Fin 2) where
  toFun v := !₂[a * v 0 + b * v 1, b * v 0 + c * v 1]
  map_add' u v := by ext i; fin_cases i <;> simp <;> ring
  map_smul' r v := by ext i; fin_cases i <;> simp <;> ring

/-- A two-level system with gap `Δ > 0` and coupling `d` has response `-d/Δ` in the upper level
and polarizability `2 d² / Δ`. -/
theorem twoLevel_witness {Δ : ℝ} (hΔ : 0 < Δ) (d : ℝ) :
    (twoLevel 0 0 Δ).IsSymmetric ∧ (twoLevel 0 d 0).IsSymmetric ∧
    IsGroundState (twoLevel 0 0 Δ) 0 !₂[1, 0] ∧
    IsResponse (twoLevel 0 0 Δ) (twoLevel 0 d 0) 0 !₂[1, 0] ⊤ !₂[0, -(d / Δ)] ∧
    polarizability (twoLevel 0 d 0) !₂[1, 0] !₂[0, -(d / Δ)] = 2 * d ^ 2 / Δ := by
  have hin : ∀ u v : EuclideanSpace ℝ (Fin 2), ⟪u, v⟫_ℝ = u 0 * v 0 + u 1 * v 1 := by
    intro u v
    simp [PiLp.inner_apply, Fin.sum_univ_two, mul_comm]
  have h0 : ∀ a b c v, twoLevel a b c v 0 = a * v 0 + b * v 1 := fun _ _ _ _ => rfl
  have h1 : ∀ a b c v, twoLevel a b c v 1 = b * v 0 + c * v 1 := fun _ _ _ _ => rfl
  have hs : ∀ a b c, (twoLevel a b c).IsSymmetric := by
    intro a b c u v
    rw [hin, hin, h0, h1, h0, h1]
    ring
  have e : Δ * (d / Δ) = d := mul_div_cancel₀ d hΔ.ne'
  refine ⟨hs _ _ _, hs _ _ _, ⟨?_, ?_, fun v => ?_, fun v hv => ?_⟩,
    ⟨Submodule.mem_top, ?_, fun w _ hw => ?_⟩, ?_⟩
  · simp [EuclideanSpace.norm_eq, Fin.sum_univ_two]
  · ext i
    fin_cases i <;> simp [h0, h1]
  · rw [hin, hin, h0, h1]
    nlinarith [mul_nonneg hΔ.le (sq_nonneg (v 1))]
  · have h := congrArg (fun u : EuclideanSpace ℝ (Fin 2) => u 1) hv
    simp [h1, hΔ.ne'] at h
    exact ⟨v 0, by ext i; fin_cases i <;> simp [h]⟩
  · simp [hin]
  · rw [hin] at hw ⊢
    simp at hw
    simp [h0, h1, hw, e]
  · rw [polarizability, hin, h0, h1]
    simp
    ring

end

end PolarizabilityBasisTruncation
```

```lean
#print axioms PolarizabilityBasisTruncation.isResponse_of_nonneg
-- 'PolarizabilityBasisTruncation.isResponse_of_nonneg' depends on axioms: [propext, Classical.choice, Quot.sound]
#print axioms PolarizabilityBasisTruncation.polarizability_eq_iff
-- 'PolarizabilityBasisTruncation.polarizability_eq_iff' depends on axioms: [propext, Classical.choice, Quot.sound]
#print axioms PolarizabilityBasisTruncation.existsUnique_response
-- 'PolarizabilityBasisTruncation.existsUnique_response' depends on axioms: [propext, Classical.choice, Quot.sound]
```

## Reading the statement

`IsGroundState H E p` collects the assumptions on the ground state: unit norm, the eigenvalue equation, `lowest` for \(E\langle v,v\rangle\le\langle v,Hv\rangle\), and `simple` for nondegeneracy. `IsResponse H V E p W x` says that `x` lies in `W`, is orthogonal to `p` and solves the response equation. There is no assumption that `p` lies in `W`. The inclusion of subspaces is written `W ≤ W₂`, and `⊤` in the two-level example is the full space.

The function `polarizability V p x` takes a vector and not a subspace. It becomes a quantity \(a(W)\) through `existsUnique_response`, the only general theorem that assumes finite dimension. The others hold in any real inner product space, for maps defined on all of it, whenever responses are given.

Nondegeneracy matters for uniqueness. If \(W\) contained a second ground vector \(p'\perp p\), then adding \(p'\) to any response would give another one.

The model is static and real, with a fixed linear \(H\). A self-consistent response, in which the perturbed density changes the effective Hamiltonian, has an extra term that is absent here.

## How the lemmas fit together

`excitationEnergy_comb` is the expansion of \(q(sw-tu)\), with symmetry of `H` merging the two cross terms. `excitationEnergy_pos` inserts \(s=k+1\) and \(t=n\); `nlinarith` then extracts \(n^2=0\), and `h.simple` supplies \(w=cp\).

`isResponse_of_nonneg` turns the one-sided inequality into the response equation by testing with `-w`. `polarizability_eq` tests with `x` itself. `polarizability_sub` tests both response equations with the small-basis response, and `linarith` combines them into the truncation error formula.

Given these identities, `polarizability_mono` needs only that the form is non-negative. `polarizability_eq_iff` uses strict positivity: if \(x\ne y\), the difference of the polarizabilities is positive.

In `existsUnique_response`, `A` is the map from `K` to its dual, and `inj` and `surj` are the two steps of the existence argument. For uniqueness, two responses in the same `W` are compared by monotonicity in both directions. Their polarizabilities are equal, so `polarizability_eq_iff` makes the vectors equal.

`twoLevel_witness` verifies every hypothesis for the two-level system by components and computes \(2d^2/\Delta\).
